# The Boys function recurrence runs downward for every real argument and upward for every nonzero one

An electron in a Gaussian charge cloud of exponent p centred at P feels the attraction of a nucleus at C. The integral that this requires is

∫ exp(−p|r − P|²) / |r − C| d³r = (2π/p) F_0(T), with T = p|P − C|².

Here F_0 is the lowest member of the Boys functions,

F_m(T) = ∫₀¹ t^(2m) exp(−T t²) dt, m = 0, 1, 2, …

Gaussians of higher angular momentum arise by differentiating with respect to the centres. Since dF_m/dT = −F_(m+1), each derivative can raise the order, and a whole run F_0, F_1, …, F_L is needed at the same T. Neighbouring orders are linked by

(2m+1) F_m(T) = 2T F_(m+1)(T) + exp(−T),

so one value can supply the rest. It remains to ask in which direction the relation may be used, and what becomes of an error in the value one starts from. The answers depend on a few conditions on m, T and the starting value.

```lean
import Mathlib

open Filter Topology

namespace BoysRecurrence

noncomputable section
```

## Orders that are whole numbers, arguments of either sign

The order m counts powers of t² under the integral, and in the code it is a natural number, `m : ℕ`. The argument is `T : ℝ` with no sign condition. Physically T is an exponent times a squared distance, so T ≥ 0; negative values are covered as well. `boys m T` is F_m(T), written as an interval integral.

```lean
/-- The Boys function `F_m(T)`, the integral of `t^(2m) exp(-T t^2)` over `[0,1]`. -/
def boys (m : ℕ) (T : ℝ) : ℝ :=
  ∫ t in (0 : ℝ)..1, t ^ (2 * m) * Real.exp (-T * t ^ 2)
```

Three further definitions describe repeated use of the recurrence. `ladder m n` is the product of n consecutive odd numbers,

L(m,n) = (2m+1)(2m+3)…(2m+2n−1), L(m,0) = 1.

```lean
/-- The product `(2m+1)(2m+3)...(2m+2n-1)` of the `n` odd numbers starting at `2m+1`. -/
def ladder (m n : ℕ) : ℝ := ∏ k ∈ Finset.range n, (2 * ((m : ℝ) + k) + 1)
```

`downRun T m n x` starts from a number x, standing for an approximate F_(m+n)(T), and takes n steps down to order m. Its recursion first asks for the result at order m+1, obtained in n steps, and then takes the last step to m.

```lean
/-- The value at order `m` produced by `n` downward steps from the value `x` at order `m+n`. -/
def downRun (T : ℝ) : ℕ → ℕ → ℝ → ℝ
  | _, 0, x => x
  | m, n + 1, x => (2 * T * downRun T (m + 1) n x + Real.exp (-T)) / (2 * (m : ℝ) + 1)
```

`upRun T m x n` starts from x at order m and takes n steps up to order m+n.

```lean
/-- The value at order `m+n` produced by `n` upward steps from the value `x` at order `m`. -/
def upRun (T : ℝ) (m : ℕ) (x : ℝ) : ℕ → ℝ
  | 0 => x
  | n + 1 => ((2 * ((m : ℝ) + n) + 1) * upRun T m x n - Real.exp (-T)) / (2 * T)
```

By hand, the recurrence comes from one derivative:

d/dt [t^(2m+1) exp(−T t²)] = (2m+1) t^(2m) exp(−T t²) − 2T t^(2m+2) exp(−T t²).

Integrate both sides from 0 to 1. The right side becomes (2m+1) F_m(T) − 2T F_(m+1)(T). The left side is the difference of the end values, exp(−T) − 0, and this is where the condition on m enters: the exponent 2m+1 is at least 1, so the lower end contributes nothing. The sign of T plays no part, because the integrands are continuous on [0,1] either way.

The proof follows the same route. `hd` is the derivative, `hI` supplies integrability from continuity, and the fundamental theorem of calculus, `integral_eq_sub_of_hasDerivAt`, turns the integral into end values. The equation `e` evaluates them, and `linarith` rearranges.

```lean
/-- Boys functions of neighbouring orders satisfy
`(2m+1) F_m(T) = 2T F_(m+1)(T) + exp(-T)` for every real `T`. -/
theorem boys_recurrence (m : ℕ) (T : ℝ) :
    (2 * (m : ℝ) + 1) * boys m T = 2 * T * boys (m + 1) T + Real.exp (-T) := by
  -- the derivative of t^(2m+1) exp(-T t^2) combines the two integrands
  have hd : ∀ t ∈ Set.uIcc (0 : ℝ) 1,
      HasDerivAt (fun t : ℝ => t ^ (2 * m + 1) * Real.exp (-T * t ^ 2))
        ((2 * (m : ℝ) + 1) * (t ^ (2 * m) * Real.exp (-T * t ^ 2))
          - 2 * T * (t ^ (2 * (m + 1)) * Real.exp (-T * t ^ 2))) t := by
    intro t _
    have h1 : HasDerivAt (fun t : ℝ => t ^ (2 * m + 1))
        ((2 * (m : ℝ) + 1) * t ^ (2 * m)) t :=
      (hasDerivAt_pow (2 * m + 1) t).congr_deriv (by simp)
    have h2 : HasDerivAt (fun t : ℝ => -T * t ^ 2) (-T * (2 * t)) t :=
      ((hasDerivAt_pow 2 t).const_mul (-T)).congr_deriv (by norm_num)
    exact (h1.fun_mul h2.exp).congr_deriv (by ring)
  have hI : ∀ k : ℕ, IntervalIntegrable
      (fun t : ℝ => t ^ (2 * k) * Real.exp (-T * t ^ 2)) MeasureTheory.volume 0 1 :=
    fun k => Continuous.intervalIntegrable (by fun_prop) 0 1
  have i1 := (hI m).const_mul (2 * (m : ℝ) + 1)
  have i2 := (hI (m + 1)).const_mul (2 * T)
  have h := intervalIntegral.integral_eq_sub_of_hasDerivAt hd (i1.sub i2)
  rw [intervalIntegral.integral_sub i1 i2, intervalIntegral.integral_const_mul,
    intervalIntegral.integral_const_mul] at h
  -- only the upper end of the interval contributes
  have e : (1 : ℝ) ^ (2 * m + 1) * Real.exp (-T * 1 ^ 2)
      - 0 ^ (2 * m + 1) * Real.exp (-T * 0 ^ 2) = Real.exp (-T) := by simp
  have h' := h.trans e
  unfold boys
  linarith
```

If the order were allowed to fall to m = −1/2, the integrand would behave like 1/t near zero and the integral would diverge. For natural m the coefficient 2m+1 is also positive, so one may always divide by it:

F_m(T) = (2T F_(m+1)(T) + exp(−T)) / (2m+1).

This is the downward recurrence, and it asks nothing of T.

```lean
/-- Downward recurrence: `F_m(T)` expressed through `F_(m+1)(T)`, for every real `T`. -/
theorem boys_downward (m : ℕ) (T : ℝ) :
    boys m T = (2 * T * boys (m + 1) T + Real.exp (-T)) / (2 * (m : ℝ) + 1) := by
  have ha : 2 * (m : ℝ) + 1 ≠ 0 := by positivity
  rw [eq_div_iff ha]
  linarith [boys_recurrence m T]
```

## A nucleus away from the centre of the charge

The upward recurrence needs T ≠ 0, which is the hypothesis `hT`. In the nuclear attraction integral it says that the nucleus does not sit at the centre of the Gaussian. The excluded case is an ordinary one: two Gaussians on the same atom, attracted by that atom's own nucleus, have T = 0.

By hand, the condition is used once, in dividing by 2T:

F_(m+1)(T) = ((2m+1) F_m(T) − exp(−T)) / (2T).

The proof uses it at the same point, to establish `h2 : 2 * T ≠ 0` before clearing the denominator.

```lean
/-- Upward recurrence: `F_(m+1)(T)` expressed through `F_m(T)`, for nonzero `T`. -/
theorem boys_upward (m : ℕ) {T : ℝ} (hT : T ≠ 0) :
    boys (m + 1) T = ((2 * (m : ℝ) + 1) * boys m T - Real.exp (-T)) / (2 * T) := by
  have h2 : 2 * T ≠ 0 := mul_ne_zero two_ne_zero hT
  rw [eq_div_iff h2]
  linarith [boys_recurrence m T]
```

At T = 0 the recurrence shrinks to (2m+1) F_m(0) = 1. This gives F_m(0) = 1/(2m+1) and says nothing about F_(m+1)(0), so there is no upward step to take. In Lean, where division by zero returns 0, the upward formula would read F_(m+1)(0) = 0, which is false, since the value is 1/(2m+3). The downward direction is at its best here: a single step gives 1/(2m+1) exactly, whatever number one started from.

## An error that sits only in the starting value

Suppose that x is not quite the true Boys function, while exp(−T) and all the arithmetic are exact. This assumption is built into `downRun` and `upRun`, which compute with real numbers. It stands for a calculation whose rounding stays negligible next to what the steps have left of the first value's error.

Write D(m,n) for the result of n downward steps ending at order m. Subtract the downward recurrence for F_m from the step that produces D(m,n+1). The term exp(−T) cancels, leaving

D(m,n+1) − F_m(T) = 2T/(2m+1) · (D(m+1,n) − F_(m+1)(T)).

The remaining difference is the same problem with one step fewer, starting one order higher. Repeating the argument down to n = 0, where D is x itself, gives

D(m,n) − F_m(T) = (2T)^n / L(m,n) · (x − F_(m+n)(T)).

The denominators collect correctly because L(m,n+1) = (2m+1) L(m+1,n), which is the next lemma.

```lean
/-- The lowest factor `2m+1` can be split off the product of odd numbers. -/
theorem ladder_succ_left (m n : ℕ) :
    ladder m (n + 1) = (2 * (m : ℝ) + 1) * ladder (m + 1) n := by
  unfold ladder
  rw [Finset.prod_range_succ', mul_comm]
  congr 1
  · simp
  · apply Finset.prod_congr rfl
    intro k _
    push_cast
    ring
```

The product is also at least n!, since its factors 2(m+k)+1, for k = 0, …, n−1, are no smaller than k+1. The induction below multiplies in one factor at a time. The bound is needed only for the limit of many steps.

```lean
/-- The product of `n` consecutive odd numbers starting at `2m+1` is at least `n!`. -/
theorem factorial_le_ladder (m n : ℕ) : (Nat.factorial n : ℝ) ≤ ladder m n := by
  induction n with
  | zero => simp [ladder]
  | succ n ih =>
    have hs : ladder m (n + 1) = ladder m n * (2 * ((m : ℝ) + n) + 1) :=
      Finset.prod_range_succ _ _
    have hm : (0 : ℝ) ≤ m := Nat.cast_nonneg m
    have hn : (0 : ℝ) ≤ n := Nat.cast_nonneg n
    have hf : (0 : ℝ) ≤ Nat.factorial n := Nat.cast_nonneg _
    rw [hs, Nat.factorial_succ, Nat.cast_mul, mul_comm]
    push_cast
    exact mul_le_mul ih (by linarith) (by linarith) (hf.trans ih)
```

In the proof of the downward error formula, `generalizing m` matches the shift by hand from order m to m+1: the induction hypothesis must be available at the higher order. The first line of the `calc` is the cancellation of exp(−T), and the second inserts the induction hypothesis.

```lean
/-- After `n` downward steps the error of the starting value is multiplied by exactly
`(2T)^n / ((2m+1)(2m+3)...(2m+2n-1))`. -/
theorem downRun_error (T x : ℝ) (m n : ℕ) :
    downRun T m n x - boys m T = (2 * T) ^ n / ladder m n * (x - boys (m + n) T) := by
  induction n generalizing m with
  | zero => simp [downRun, ladder]
  | succ n ih =>
    have h := ih (m + 1)
    have e : m + 1 + n = m + (n + 1) := by omega
    rw [e] at h
    rw [downRun, boys_downward m T, ladder_succ_left]
    -- the inhomogeneous term exp(-T) cancels in the difference
    calc _ = 2 * T / (2 * (m : ℝ) + 1) * (downRun T (m + 1) n x - boys (m + 1) T) := by ring
      _ = _ := by
        rw [h, div_eq_mul_inv _ ((2 * (m : ℝ) + 1) * ladder (m + 1) n), mul_inv]
        ring
```

Upward, let U(n) be the result of n steps from order m. The same subtraction gives

U(n+1) − F_(m+n+1)(T) = (2(m+n)+1)/(2T) · (U(n) − F_(m+n)(T)),

and after n steps

U(n) − F_(m+n)(T) = L(m,n) / (2T)^n · (x − F_m(T)).

The starting order stays fixed here, so the induction needs no generalisation. The condition T ≠ 0 returns through `boys_upward`.

```lean
/-- After `n` upward steps at nonzero `T` the error of the starting value is multiplied by
exactly `(2m+1)(2m+3)...(2m+2n-1) / (2T)^n`. -/
theorem upRun_error {T : ℝ} (hT : T ≠ 0) (x : ℝ) (m n : ℕ) :
    upRun T m x n - boys (m + n) T = ladder m n / (2 * T) ^ n * (x - boys m T) := by
  induction n with
  | zero => simp [upRun, ladder]
  | succ n ih =>
    have hs : ladder m (n + 1) = ladder m n * (2 * ((m : ℝ) + n) + 1) :=
      Finset.prod_range_succ _ _
    rw [upRun, ← Nat.add_assoc, boys_upward (m + n) hT, hs]
    push_cast
    calc _ = (2 * ((m : ℝ) + n) + 1) / (2 * T) * (upRun T m x n - boys (m + n) T) := by ring
      _ = _ := by
        rw [ih]
        ring
```

The two factors are reciprocals of each other when T ≠ 0, so over a given range of orders whatever one direction damps, the other amplifies. At T = 0.1, five upward steps from F_0 multiply the starting error by 945/0.2⁵, about 3 × 10⁶. At T = 10, ten upward steps from F_0 multiply it by about 6 × 10⁻⁵, and ten downward steps ending at F_0 multiply it by about 1.6 × 10⁴. A single step between orders k and k+1 damps the error downward when 2k+1 > 2|T| and upward when 2k+1 < 2|T|. All these statements concern the absolute error, in a model where the only error is that of the first value. The relative error behaves differently: for T > 0 a downward step from order k+1 to k multiplies it by 2T F_(k+1)(T) / ((2k+1) F_k(T)), which is less than 1 by the recurrence, so it shrinks downward and grows upward at every order. For T > 0 both measures therefore favour the downward step when 2k+1 > 2T, and they disagree when 2k+1 < 2T. At a fixed order and large T the disagreement matters little: exp(−T) is then small compared with 2T F_(k+1)(T), so an upward step enlarges the relative error only slightly.

Once the steps themselves are inexact, the formulas no longer describe the whole error. In floating-point arithmetic every step adds a rounding error of its own, which the later steps then damp or amplify in turn; these contributions are not modelled.

## A starting value that stays fixed while the starting order rises

Ten downward steps at T = 10 enlarged the absolute error, yet more steps eventually help. The last theorem says that if x is held fixed and the starting order m+n is raised without limit, the downward result tends to F_m(T) for every real T. Holding x fixed means that one needs no knowledge of the high-order Boys function: x = 0 will do.

By hand, this needs some control of the unknown F_(m+n)(T) in the error formula. For 0 ≤ t ≤ 1 we have t^(2k) ≤ 1 and −T t² ≤ |T|, so the integrand is at most exp|T|, and an interval of length 1 gives

|F_k(T)| ≤ exp|T| for every k.

For T > 0 the integrand is at most 1 and the bound is generous; its merit is that it serves both signs of T. The proof applies the same pointwise estimate through `norm_integral_le_of_norm_le_const`.

```lean
/-- At fixed `T` the Boys functions of all orders are bounded in size by `exp |T|`. -/
theorem abs_boys_le (k : ℕ) (T : ℝ) : |boys k T| ≤ Real.exp |T| := by
  have h : ‖∫ t in (0 : ℝ)..1, t ^ (2 * k) * Real.exp (-T * t ^ 2)‖
      ≤ Real.exp |T| * |(1 : ℝ) - 0| := by
    apply intervalIntegral.norm_integral_le_of_norm_le_const
    intro t ht
    rw [Set.uIoc_of_le zero_le_one] at ht
    rw [norm_mul, Real.norm_eq_abs, Real.norm_eq_abs,
      abs_of_nonneg (pow_nonneg ht.1.le _), Real.abs_exp]
    have h1 : t ^ (2 * k) ≤ 1 := pow_le_one₀ ht.1.le ht.2
    have h2 : -T * t ^ 2 ≤ |T| :=
      (mul_le_mul_of_nonneg_right (neg_le_abs T) (sq_nonneg t)).trans
        (mul_le_of_le_one_right (abs_nonneg T) (pow_le_one₀ ht.1.le ht.2))
    calc _ ≤ 1 * Real.exp |T| :=
          mul_le_mul h1 (Real.exp_le_exp.mpr h2) (Real.exp_pos _).le zero_le_one
      _ = _ := one_mul _
  have e : Real.exp |T| * |(1 : ℝ) - 0| = Real.exp |T| := by simp
  rw [e] at h
  exact h
```

Combining this bound with L(m,n) ≥ n! gives

|D(m,n) − F_m(T)| ≤ |2T|^n / n! · (|x| + exp|T|).

With T and x fixed, the second factor is constant and the first tends to zero, because the factorial outgrows the powers of any fixed number. The fixed x is used exactly there.

In the proof, `lim` is the limit of this upper bound, and `squeeze_zero` transfers it to the error. The lines after it rewrite the error with `downRun_error` and bound its two factors separately. The inequality `hx` is the estimate of the starting error. That x is fixed is used in `lim`, where |x| + exp|T| enters as a constant factor.

```lean
/-- For every real `T`, downward recursion from any fixed starting value `x` at order `m+n`
converges to `F_m(T)` as `n` grows. -/
theorem downRun_tendsto (T x : ℝ) (m : ℕ) :
    Tendsto (fun n => downRun T m n x) atTop (𝓝 (boys m T)) := by
  rw [tendsto_iff_norm_sub_tendsto_zero]
  have lim := (FloorSemiring.tendsto_pow_div_factorial_atTop |2 * T|).mul_const
    (|x| + Real.exp |T|)
  rw [zero_mul] at lim
  refine squeeze_zero (fun _ => norm_nonneg _) (fun n => ?_) lim
  -- the factorial growth of the odd product beats the power of 2T
  have hf : (0 : ℝ) < Nat.factorial n := by exact_mod_cast Nat.factorial_pos n
  have hl := factorial_le_ladder m n
  rw [downRun_error, Real.norm_eq_abs, abs_mul, abs_div, abs_pow,
    abs_of_pos (hf.trans_le hl)]
  have hx : |x - boys (m + n) T| ≤ |x| + Real.exp |T| := by
    have hb := abs_le.mp (abs_boys_le (m + n) T)
    exact abs_le.mpr ⟨by linarith [neg_abs_le x, hb.2], by linarith [le_abs_self x, hb.1]⟩
  exact mul_le_mul (div_le_div_of_nonneg_left (pow_nonneg (abs_nonneg _) _) hf hl) hx
    (abs_nonneg _) (div_nonneg (pow_nonneg (abs_nonneg _) _) hf.le)

end

end BoysRecurrence
```

If x may change with n, convergence can fail. For T ≠ 0, choose at each n the starting value

x_n = F_(m+n)(T) + L(m,n)/(2T)^n.

The error formula then leaves an error of exactly 1 at order m, however high one starts. The starting value may be poor, but its error must not grow as fast as the downward steps reduce it.

The theorem gives a limit at each separate T and no single number of steps that works for all T. The inequality above does yield an explicit sufficient n for a chosen accuracy, though a cautious one, and the n obtained in this way becomes large when |T| is large.

```lean
#print axioms BoysRecurrence.boys_downward
-- 'BoysRecurrence.boys_downward' depends on axioms: [propext, Classical.choice, Quot.sound]
#print axioms BoysRecurrence.upRun_error
-- 'BoysRecurrence.upRun_error' depends on axioms: [propext, Classical.choice, Quot.sound]
#print axioms BoysRecurrence.downRun_tendsto
-- 'BoysRecurrence.downRun_tendsto' depends on axioms: [propext, Classical.choice, Quot.sound]
```
